# Contracted functions with m linearly independent coefficient rows can be recombined so that each omits at least m − 1 primitives

I count a primitive as removed from a contracted Gaussian function when its coefficient is zero after recombination, whether or not it was zero before. With that reading, take \(m\) contracted functions built from the same \(n\) primitives, with linearly independent rows of contraction coefficients. I believe that an invertible recombination can always give each function a primitive of its own, which the other \(m-1\) functions don't contain. Each function would then lack at least \(m-1\) primitives, and the space they span would be the same as before. The argument looks like Gaussian elimination, but I would like to see it made rigorous and checked by machine, including whether \(m-1\) can be improved. How does this go in Lean 4 with Mathlib?

## Inverting a block of independent columns

The claim is about coefficients, so the primitives can be arbitrary vectors \(\chi_k\) in a real vector space, with \(k=0,\dots,n-1\). They need not be Gaussians, or even linearly independent. The contracted functions are

\[
\varphi_i=\sum_k C_{ik}\,\chi_k,\qquad i=0,\dots,m-1,
\]

and the hypothesis is that the rows of the real \(m\times n\) matrix \(C\) are linearly independent: no function's list of coefficients is a combination of the others.

**The identity block.** Row rank equals column rank, so \(C\) has \(m\) linearly independent columns, at distinct positions \(p(0),\dots,p(m-1)\). They form an invertible square matrix \(B_{ij}=C_{i\,p(j)}\). Put \(A=B^{-1}\) and \(D=AC\). Then

\[
D_{i\,p(j)}=\sum_l A_{il}C_{l\,p(j)}=(AB)_{ij}=\delta_{ij}.
\]

**The zeros.** In row \(i\), the coefficients at \(p(j)\) with \(j\neq i\) vanish. These are \(m-1\) different primitives. What remains is

\[
\varphi'_i=\sum_k D_{ik}\chi_k=\chi_{p(i)}+\sum_{k\notin\{p(0),\dots,p(m-1)\}}D_{ik}\,\chi_k .
\]

**The span.** Exchanging two finite sums gives \(\varphi'_i=\sum_j A_{ij}\varphi_j\), so every new function lies in the old span. Since \(C=BD\), also \(\varphi_i=\sum_j B_{ij}\varphi'_j\), so every old function lies in the new span.

**The converse.** Suppose that \(AC\) is the identity on the columns \(p\) for some square \(A\). Then \(AB=1\), and for square matrices also \(BA=1\). If a row vector \(g\) satisfies \(gC=0\), then \(gB=0\), and \(g=gBA=0\). The rows of \(C\) are therefore independent.

**The bound is sharp.** Suppose that every \(m\times m\) minor of \(C\) is nonzero and that \(A\) is any invertible matrix. If row \(i\) of \(AC\) had \(m\) zeros, let \(B'\) be the block of \(C\) on those columns and \(a\) the \(i\)-th row of \(A\). Then \(aB'=0\) with \(B'\) invertible, so \(a=0\), which is impossible for an invertible \(A\). No function can lose more than \(m-1\) primitives.

An explicit case is \(C_{ik}=x_k^{\,i}\) with distinct real numbers \(x_k\) and \(m\le n\). Its minor on distinct columns \(q(0),\dots,q(m-1)\) is the Vandermonde determinant \(\prod_{j<l}(x_{q(l)}-x_{q(j)})\), which is nonzero.

Here is the complete file.

```lean
import Mathlib

open Matrix

namespace GaussianContraction

noncomputable section

variable {m n : ℕ} {V : Type*} [AddCommGroup V] [Module ℝ V]

/-- The `i`-th contracted function: the combination of the primitives `χ k` with the
coefficients in row `i` of the contraction matrix. -/
def contracted (χ : Fin n → V) (C : Matrix (Fin m) (Fin n) ℝ) (i : Fin m) : V :=
  ∑ k, C i k • χ k

/-- The primitives whose coefficient in the `i`-th contracted function is zero. -/
def absent (C : Matrix (Fin m) (Fin n) ℝ) (i : Fin m) : Finset (Fin n) :=
  Finset.univ.filter (fun k => C i k = 0)

/-- The contraction matrix whose row `i` holds the `i`-th powers of the numbers `x k`. -/
def powerContraction (m : ℕ) (x : Fin n → ℝ) : Matrix (Fin m) (Fin n) ℝ :=
  Matrix.of fun i k => x k ^ (i : ℕ)

/-- Multiplying the contraction matrix by `A` from the left recombines the contracted
functions with the coefficients `A`. -/
theorem contracted_mul (χ : Fin n → V) (A : Matrix (Fin m) (Fin m) ℝ)
    (C : Matrix (Fin m) (Fin n) ℝ) (i : Fin m) :
    contracted χ (A * C) i = ∑ j, A i j • contracted χ C j := by
  simp only [contracted, Matrix.mul_apply, Finset.sum_smul, Finset.smul_sum, smul_smul]
  exact Finset.sum_comm

/-- An invertible recombination leaves the span of the contracted functions unchanged. -/
theorem span_contracted_mul (χ : Fin n → V) {A : Matrix (Fin m) (Fin m) ℝ}
    (hA : IsUnit A) (C : Matrix (Fin m) (Fin n) ℝ) :
    Submodule.span ℝ (Set.range (contracted χ (A * C))) =
      Submodule.span ℝ (Set.range (contracted χ C)) := by
  -- any recombination stays inside the old span
  have key : ∀ (B : Matrix (Fin m) (Fin m) ℝ) (D : Matrix (Fin m) (Fin n) ℝ),
      Submodule.span ℝ (Set.range (contracted χ (B * D))) ≤
        Submodule.span ℝ (Set.range (contracted χ D)) := by
    intro B D
    rw [Submodule.span_le]
    rintro _ ⟨i, rfl⟩
    rw [contracted_mul]
    exact Submodule.sum_mem _ fun j _ =>
      Submodule.smul_mem _ _ (Submodule.subset_span ⟨j, rfl⟩)
  apply le_antisymm (key A C)
  -- the inverse recombination gives the other inclusion
  obtain ⟨B, hB⟩ := hA.exists_left_inv
  have h := key B (A * C)
  rwa [← Matrix.mul_assoc, hB, Matrix.one_mul] at h

/-- If the contraction matrix is the identity on the columns `p`, each contracted function is
its own pivot primitive plus a combination of the primitives outside `p`. -/
theorem contracted_eq_pivot_add (χ : Fin n → V) {D : Matrix (Fin m) (Fin n) ℝ}
    {p : Fin m → Fin n} (hp : Function.Injective p) (hD : D.submatrix id p = 1) (i : Fin m) :
    contracted χ D i =
      χ (p i) + ∑ k ∈ Finset.univ \ Finset.univ.image p, D i k • χ k := by
  have hentry : ∀ j, D i (p j) = (1 : Matrix (Fin m) (Fin m) ℝ) i j :=
    fun j => congrFun (congrFun hD i) j
  have hpivot : ∑ k ∈ Finset.univ.image p, D i k • χ k = χ (p i) := by
    rw [Finset.sum_image (fun a _ b _ h => hp h)]
    simp [hentry, Matrix.one_apply]
  unfold contracted
  rw [← Finset.sum_sdiff (Finset.subset_univ (Finset.univ.image p)), hpivot, add_comm]

/-- If the contraction matrix is the identity on `m` distinct columns, at least `m - 1`
primitives are absent from each contracted function. -/
theorem le_card_absent {D : Matrix (Fin m) (Fin n) ℝ} {p : Fin m → Fin n}
    (hp : Function.Injective p) (hD : D.submatrix id p = 1) (i : Fin m) :
    m ≤ (absent D i).card + 1 := by
  have hsub : (Finset.univ.erase i).image p ⊆ absent D i := by
    intro k hk
    obtain ⟨j, hj, rfl⟩ := Finset.mem_image.mp hk
    have h : D i (p j) = (1 : Matrix (Fin m) (Fin m) ℝ) i j := congrFun (congrFun hD i) j
    rw [Matrix.one_apply_ne (Finset.ne_of_mem_erase hj).symm] at h
    exact Finset.mem_filter.mpr ⟨Finset.mem_univ _, h⟩
  have h := Finset.card_le_card hsub
  rw [Finset.card_image_of_injective _ hp, Finset.card_erase_of_mem (Finset.mem_univ i),
    Finset.card_univ, Fintype.card_fin] at h
  omega

variable (V) in
/-- Contracted functions with linearly independent coefficient rows can be recombined
invertibly so that the new contraction matrix is the identity on `m` distinct primitives.
At least `m - 1` primitives are then absent from each function, and the span is unchanged. -/
theorem exists_recombination (C : Matrix (Fin m) (Fin n) ℝ)
    (hC : LinearIndependent ℝ C.row) :
    ∃ (A : Matrix (Fin m) (Fin m) ℝ) (p : Fin m → Fin n),
      IsUnit A ∧ Function.Injective p ∧ (A * C).submatrix id p = 1 ∧
      (∀ i, m ≤ (absent (A * C) i).card + 1) ∧
      ∀ χ : Fin n → V, Submodule.span ℝ (Set.range (contracted χ (A * C))) =
        Submodule.span ℝ (Set.range (contracted χ C)) := by
  -- choose a maximal independent set of columns; it has `m` elements
  obtain ⟨b, hb, hspan, hli⟩ := exists_linearIndependent ℝ (Set.range C.col)
  have : Fintype b := ((Set.finite_range C.col).subset hb).fintype
  have hcard : Fintype.card b = m := by
    have h1 := finrank_span_set_eq_card hli
    rw [hspan, ← Matrix.rank_eq_finrank_span_cols, hC.rank_matrix, Fintype.card_fin,
      Set.toFinset_card] at h1
    exact h1.symm
  let e : Fin m ≃ b := (Fintype.equivFinOfCardEq hcard).symm
  choose p hp using fun i => hb (e i).2
  have hcols : LinearIndependent ℝ (C.submatrix id p).col := by
    have h := hli.comp e e.injective
    have heq : (C.submatrix id p).col = (fun x : b => (x : Fin m → ℝ)) ∘ e :=
      funext fun i => hp i
    rw [heq]
    exact h
  have hinj : Function.Injective p := by
    intro i j hij
    apply e.injective
    apply Subtype.ext
    rw [← hp i, ← hp j, hij]
  -- the inverse of the chosen square block is the recombination
  have hB : IsUnit (C.submatrix id p) := Matrix.linearIndependent_cols_iff_isUnit.mp hcols
  obtain ⟨A, hA⟩ := hB.exists_left_inv
  have hAu : IsUnit A := IsUnit.of_mul_eq_one _ hA
  have hone : (A * C).submatrix id p = 1 := hA
  exact ⟨A, p, hAu, hinj, hone, le_card_absent hinj hone,
    fun χ => span_contracted_mul χ hAu C⟩

/-- Conversely, if some recombination is the identity on a choice of `m` columns, the rows of
the contraction matrix are linearly independent. -/
theorem rows_independent_of_recombination {C : Matrix (Fin m) (Fin n) ℝ}
    {A : Matrix (Fin m) (Fin m) ℝ} {p : Fin m → Fin n}
    (h : (A * C).submatrix id p = 1) : LinearIndependent ℝ C.row := by
  have hAB : A * C.submatrix id p = 1 := h
  have hBA : C.submatrix id p * A = 1 := mul_eq_one_comm.mp hAB
  rw [Fintype.linearIndependent_iff]
  intro g hg
  have hz : g ᵥ* C.submatrix id p = 0 := by
    ext j
    have hj := congrFun hg (p j)
    simpa [Matrix.vecMul, dotProduct, Finset.sum_apply, Matrix.row] using hj
  have hg0 : g = 0 := by
    rw [← Matrix.vecMul_one g, ← hBA, ← Matrix.vecMul_vecMul, hz, Matrix.zero_vecMul]
  exact fun i => congrFun hg0 i

/-- If all `m` by `m` minors of the contraction matrix are nonzero, no invertible recombination
makes more than `m - 1` primitives absent from any contracted function. -/
theorem card_absent_le {C : Matrix (Fin m) (Fin n) ℝ}
    (hC : ∀ p : Fin m → Fin n, Function.Injective p → (C.submatrix id p).det ≠ 0)
    {A : Matrix (Fin m) (Fin m) ℝ} (hA : IsUnit A) (i : Fin m) :
    (absent (A * C) i).card + 1 ≤ m := by
  by_contra hcon
  have hle : m ≤ (absent (A * C) i).card := by omega
  -- pick `m` absent primitives; row `i` of `A` annihilates an invertible block
  obtain ⟨t, hts, ht⟩ := Finset.exists_subset_card_eq hle
  have hz : A i ᵥ* C.submatrix id (t.orderEmbOfFin ht) = 0 := by
    ext j
    exact (Finset.mem_filter.mp (hts (Finset.orderEmbOfFin_mem t ht j))).2
  have hrow : A i = 0 :=
    Matrix.eq_zero_of_vecMul_eq_zero (hC _ (t.orderEmbOfFin ht).injective) hz
  exact ((Matrix.isUnit_iff_isUnit_det A).mp hA).ne_zero
    (Matrix.det_eq_zero_of_row_eq_zero i fun j => congrFun hrow j)

/-- For `m ≤ n` and distinct numbers `x k`, the matrix of powers has independent rows, and no
invertible recombination makes more than `m - 1` primitives absent from any function. -/
theorem powerContraction_sharp (hmn : m ≤ n) {x : Fin n → ℝ} (hx : Function.Injective x) :
    LinearIndependent ℝ (powerContraction m x).row ∧
      ∀ A : Matrix (Fin m) (Fin m) ℝ, IsUnit A →
        ∀ i, (absent (A * powerContraction m x) i).card + 1 ≤ m := by
  -- every square block is a transposed Vandermonde matrix
  have hdet : ∀ p : Fin m → Fin n, Function.Injective p →
      ((powerContraction m x).submatrix id p).det ≠ 0 := by
    intro p hp
    have h : (powerContraction m x).submatrix id p = (Matrix.vandermonde (x ∘ p))ᵀ := by
      ext i j
      simp [powerContraction, Matrix.vandermonde_apply]
    rw [h, Matrix.det_transpose]
    exact Matrix.det_vandermonde_ne_zero_iff.mpr (hx.comp hp)
  refine ⟨?_, fun A hA i => card_absent_le hdet hA i⟩
  have hu := isUnit_iff_ne_zero.mpr (hdet (Fin.castLE hmn) (Fin.castLE_injective hmn))
  exact rows_independent_of_recombination (Matrix.nonsing_inv_mul _ hu)

end

end GaussianContraction
```

```lean
#print axioms GaussianContraction.contracted_eq_pivot_add
#print axioms GaussianContraction.exists_recombination
#print axioms GaussianContraction.rows_independent_of_recombination
#print axioms GaussianContraction.powerContraction_sharp
```

```
'GaussianContraction.contracted_eq_pivot_add' depends on axioms: [propext, Classical.choice, Quot.sound]
'GaussianContraction.exists_recombination' depends on axioms: [propext, Classical.choice, Quot.sound]
'GaussianContraction.rows_independent_of_recombination' depends on axioms: [propext, Classical.choice, Quot.sound]
'GaussianContraction.powerContraction_sharp' depends on axioms: [propext, Classical.choice, Quot.sound]
```

## How the theorems express the claim

`contracted χ C i` is \(\varphi_i\), and `absent C i` is the set of primitives whose coefficient in row \(i\) is zero. The main theorem, `exists_recombination`, assumes `LinearIndependent ℝ C.row` and provides a matrix `A` and a map `p` from function indices to primitive indices, such that:

- `IsUnit A`: the recombination is invertible;
- `Function.Injective p`: the pivot primitives are distinct;
- `(A * C).submatrix id p = 1`: keeping all rows and only the columns `p`, in that order, leaves the identity matrix;
- `m ≤ (absent (A * C) i).card + 1`: at least \(m-1\) primitives are absent from each function, written without subtraction of natural numbers;
- the spans before and after agree for every `χ`.

`A` and `p` are chosen before `χ`, so they depend on the coefficients and not on the primitives.

The count refers to the final matrix and does not compare it with \(C\): a row that already had many zeros may end with fewer. If the primitives are linearly dependent, an absent primitive may still be expressible through those that remain. The new functions have pivot coefficient 1 and are not normalised. In a space with an inner product, a nonzero \(\varphi'_i\) can be replaced by \(\varphi'_i/\lVert\varphi'_i\rVert\), which keeps the zeros and the span but turns the identity block into a diagonal one. Nothing is said about which pivots give a well-conditioned \(A\).

For finitely many functions contracted from one shared list of primitives, a variational calculation that depends on the basis only through its span gives the same energy in exact arithmetic after the recombination, while an integral program may skip the terms with zero coefficients.

## How the proof follows the algebra

`contracted_mul` is the exchange of sums, done by `Finset.sum_comm`. `span_contracted_mul` first proves that any recombination stays inside the old span. It then applies this inclusion a second time, with the left inverse of `A` acting on `A * C`.

`le_card_absent` takes all function indices except `i`, maps them through `p`, and shows that the resulting primitives are absent from row `i`. Injectivity of `p` makes their number \(m-1\), and `omega` finishes the arithmetic. `contracted_eq_pivot_add` gives the explicit form of \(\varphi'_i\) by splitting the sum into pivots and the rest.

In `exists_recombination`, the equality of row and column rank enters through `hC.rank_matrix` and `Matrix.rank_eq_finrank_span_cols`, which together show that a maximal independent set of columns has \(m\) elements. `Matrix.linearIndependent_cols_iff_isUnit` turns the independence of the selected columns into invertibility of the block, and `A` is its left inverse. The line `hone` needs no computation, because selecting columns after multiplying by `A` is by definition the same as selecting them before.

`rows_independent_of_recombination` is the converse, with `mul_eq_one_comm` supplying the step from \(AB=1\) to \(BA=1\). `card_absent_le` assumes too many zeros, picks exactly \(m\) of them, and lists them in increasing order with `orderEmbOfFin`. `Matrix.eq_zero_of_vecMul_eq_zero` then forces row `i` of `A` to vanish, against its nonzero determinant. `powerContraction_sharp` identifies each square block as a transposed Vandermonde matrix. It obtains the independence of the rows from the converse, applied to the inverse of the block of the first \(m\) columns.

## From a set of vectors back to column numbers

The proof turns on `exists_linearIndependent`. Applied to `Set.range C.col`, it returns a linearly independent subset `b` with the same span. The elements of `b` are column vectors, not column numbers, and two primitives with identical columns contribute only one element to the set. The theorem, however, needs to name primitives.

The way back has two parts. Since `b` has \(m\) elements, there is a bijection `e` between the function indices and `b`. Each vector `e i` lies in the range of `C.col`, so some column number produces it, and `choose p hp` selects one such number for every `i`. If `p i = p j`, the two columns are the same vector, so `e i = e j` and hence `i = j`. This is how `hinj` proves that the pivots are distinct, even when \(C\) has repeated columns.

## Choosing the pivots in advance

The same algebra answers a neighbouring question, which the file doesn't state as a theorem: which sets of \(m\) distinct primitives can serve as pivots? They are exactly those whose columns form an invertible block \(B\). The condition \(AB=1\) then leaves only \(A=B^{-1}\), so the pivots and their order determine the recombined functions' coefficients completely. When all \(m\times m\) minors are nonzero, any \(m\) distinct primitives will do.
